# A two-level catalyst makes majorization possible between two incomparable Schmidt spectra

Suppose you test whether one entangled pure state can be turned into another by comparing their Schmidt spectra, and the test fails. If you conclude that the conversion also stays impossible when an entangled auxiliary pair is lent and returned unchanged, you can be wrong. The spectra $x=(0.4,0.4,0.1,0.1)$ and $y=(0.5,0.25,0.25,0)$ fail the test in both directions, yet $x\to y$ passes once a pair with spectrum $c=(0.6,0.4)$ is attached to both sides.

The test is majorization, and a Schmidt spectrum here lists the squared Schmidt coefficients. By Nielsen's theorem, which supplies the interpretation and is not proved in the code, a finite-dimensional bipartite pure state can be converted with certainty by local operations and classical communication exactly when the target spectrum majorizes the initial one. The code treats the spectra only, not the states or protocols.

## Spectra, selections and products

```lean
import Mathlib

open Finset

namespace EntanglementCatalysis

noncomputable section

variable {ι κ : Type*} [Fintype ι] [Fintype κ] {n : ℕ}
```

The symbols `ι` and `κ` stand for finite sets of labels: the Schmidt levels of the system and of the catalyst. The number `n` is the length of a list.

```lean
/-- `y` majorizes `x`: any selection of entries of `x` is matched by an equally large selection
of entries of `y` with at least the same sum, and the totals agree. -/
def Majorizes (y x : ι → ℝ) : Prop :=
  (∀ s : Finset ι, ∃ t : Finset ι, t.card = s.card ∧ ∑ i ∈ s, x i ≤ ∑ i ∈ t, y i) ∧
    ∑ i, x i = ∑ i, y i
```

A spectrum is a real function on the labels. `Majorizes y x` reads "$y$ majorizes $x$", with the majorizing spectrum first. For every selection $s$ of labels there must be a selection $t$ of the same size with $\sum_{i\in s}x_i\le\sum_{i\in t}y_i$, and the totals must agree. Neither positivity nor normalisation is required, so the definition also applies to functions that are not probability distributions.

```lean
/-- The spectrum of a product state: all products of entries of the two spectra. -/
def tensor {ι κ : Type*} (x : ι → ℝ) (c : κ → ℝ) : ι × κ → ℝ := fun p => x p.1 * c p.2
```

The Schmidt probabilities of a product of two pairs are the products $(x\otimes c)_{(i,j)}=x_i c_j$. In Lean, `p.1` and `p.2` are the two components of the label $p=(i,j)$.

```lean
/-- The first `k` positions of a list of length `n`. -/
def head (n k : ℕ) : Finset (Fin n) := univ.filter (fun i => i.val < k)
```

`Fin n` is the set $\{0,\dots,n-1\}$, so counting starts at zero. `head n k` contains the positions $i<k$.

```lean
/-- The sum of the first `k` entries of a list. -/
def partialSum (a : Fin n → ℝ) (k : ℕ) : ℝ := ∑ i ∈ head n k, a i
```

This is $S_k(a)=\sum_{i<k}a_i$. For a decreasing list it is the sum of the $k$ largest entries.

```lean
/-- A list of length at least `k` has exactly `k` first positions. -/
theorem card_head {k : ℕ} (hk : k ≤ n) : (head n k).card = k := by
  have h : (head n k).map Fin.valEmbedding = range k := by
    ext j
    rw [Finset.mem_map]
    constructor
    · rintro ⟨i, hi, rfl⟩
      simpa [head] using hi
    · intro hj
      have hj' := Finset.mem_range.1 hj
      exact ⟨⟨j, by omega⟩, by simpa [head] using hj', rfl⟩
  rw [← Finset.card_map Fin.valEmbedding, h, card_range]
```

A theorem gives its hypotheses, then a colon and the claim, then the proof after `:=`. Here the claim is that `head n k` has $k$ elements if $k\le n$. The proof identifies these positions with the natural numbers below $k$.

## Fractional occupations and ordered partial sums

```lean
/-- Occupations between 0 and 1 with total `k` collect at most the sum of the first `k` entries
of a decreasing list. -/
theorem occupation_bound {a w : Fin n → ℝ} {k : ℕ} (ha : Antitone a)
    (h0 : ∀ i, 0 ≤ w i) (h1 : ∀ i, w i ≤ 1) (hw : ∑ i, w i = k) :
    ∑ i, w i * a i ≤ partialSum a k := by
  have hk : k ≤ n := by
    have h : (k : ℝ) ≤ n := by
      rw [← hw]
      calc ∑ i, w i ≤ ∑ _i : Fin n, (1 : ℝ) := sum_le_sum fun i _ => h1 i
        _ = n := by simp
    exact_mod_cast h
  -- a threshold separating the first k entries from the others
  obtain ⟨t, ht⟩ : ∃ t : ℝ, ∀ i : Fin n, (i.val < k → t ≤ a i) ∧ (k ≤ i.val → a i ≤ t) := by
    by_cases h : k < n
    · exact ⟨a ⟨k, h⟩, fun i => ⟨fun hi => ha (Fin.le_def.2 hi.le),
        fun hi => ha (Fin.le_def.2 hi)⟩⟩
    · rcases Nat.eq_zero_or_pos n with hn | hn
      · subst hn
        exact ⟨0, fun i => i.elim0⟩
      · refine ⟨a ⟨n - 1, by omega⟩, fun i => ⟨fun _ => ha ?_, fun hi => ?_⟩⟩
        · have := i.2
          show i.val ≤ n - 1
          omega
        · have := i.2
          omega
  have hc : ∑ i : Fin n, (if i.val < k then (1 : ℝ) else 0) = k := by
    rw [← Finset.sum_filter, Finset.sum_const, nsmul_eq_mul, mul_one]
    exact_mod_cast card_head hk
  calc ∑ i, w i * a i
      ≤ ∑ i : Fin n, ((if i.val < k then a i else 0)
          + t * (w i - if i.val < k then (1 : ℝ) else 0)) := by
        refine sum_le_sum fun i _ => ?_
        split_ifs with hi
        · nlinarith [mul_nonneg (sub_nonneg.2 (h1 i)) (sub_nonneg.2 ((ht i).1 hi))]
        · nlinarith [mul_nonneg (h0 i) (sub_nonneg.2 ((ht i).2 (not_lt.1 hi)))]
    _ = partialSum a k := by
        rw [sum_add_distrib, ← mul_sum, sum_sub_distrib, hw, hc, sub_self, mul_zero, add_zero,
          partialSum, head, Finset.sum_filter]
```

Let $a$ be decreasing (`Antitone`, with ties allowed), and let $0\le w_i\le1$ with $\sum_i w_i=k$. The claim is $\sum_i w_i a_i\le S_k(a)$.

Since no occupation exceeds 1, $k\le n$. Choose a threshold $t$ with $a_i\ge t$ for $i<k$ and $a_i\le t$ for $i\ge k$. The entry $a_k$ serves if $k<n$, and the last entry if $k=n>0$; for an empty list any number will do. Then

- for $i<k$, $(1-w_i)(a_i-t)\ge0$ gives $w_ia_i\le a_i+t(w_i-1)$;
- for $i\ge k$, $w_i(t-a_i)\ge0$ gives $w_ia_i\le t\,w_i$.

Summing over $i$,
$$\sum_i w_ia_i\le S_k(a)+t\Big(\sum_i w_i-k\Big)=S_k(a).$$
In the code, `split_ifs` separates the two cases and `nlinarith` derives each inequality from the product shown. The final `calc` line carries out the sum.

```lean
/-- Majorization is the comparison of partial sums of the decreasingly ordered entries `a` of `x`
and `b` of `y`, together with equality of the totals. -/
theorem majorizes_iff_partialSum {x y : ι → ℝ} {a b : Fin n → ℝ} (e f : Fin n ≃ ι)
    (ha : Antitone a) (hb : Antitone b) (hx : ∀ i, x (e i) = a i) (hy : ∀ i, y (f i) = b i) :
    Majorizes y x ↔ (∀ k ≤ n, partialSum a k ≤ partialSum b k) ∧ ∑ i, a i = ∑ i, b i := by
  -- any selection is bounded by the partial sum of the ordered list
  have key : ∀ (z : ι → ℝ) (d : Fin n → ℝ) (g : Fin n ≃ ι), Antitone d →
      (∀ i, z (g i) = d i) → ∀ s : Finset ι, ∑ i ∈ s, z i ≤ partialSum d s.card := by
    intro z d g hd hz s
    classical
    have h := occupation_bound (w := fun i => if g i ∈ s then (1 : ℝ) else 0) (k := s.card) hd
      (fun i => by show (0 : ℝ) ≤ if g i ∈ s then 1 else 0; split_ifs <;> norm_num)
      (fun i => by show (if g i ∈ s then (1 : ℝ) else 0) ≤ 1; split_ifs <;> norm_num)
      ((Equiv.sum_comp g (fun i => if i ∈ s then (1 : ℝ) else 0)).trans (by simp))
    refine le_trans (le_of_eq ?_) h
    calc ∑ i ∈ s, z i = ∑ i, (if i ∈ s then (1 : ℝ) else 0) * z i := by simp
      _ = ∑ i, (if g i ∈ s then (1 : ℝ) else 0) * z (g i) :=
          (Equiv.sum_comp g (fun i => (if i ∈ s then (1 : ℝ) else 0) * z i)).symm
      _ = _ := sum_congr rfl fun i _ => by rw [hz]
  have attain : ∀ (z : ι → ℝ) (d : Fin n → ℝ) (g : Fin n ≃ ι), (∀ i, z (g i) = d i) →
      ∀ k, ∑ i ∈ (head n k).map g.toEmbedding, z i = partialSum d k := by
    intro z d g hz k
    rw [Finset.sum_map]
    exact sum_congr rfl fun i _ => hz i
  have hxs : ∑ i, x i = ∑ i, a i :=
    (Equiv.sum_comp e x).symm.trans (sum_congr rfl fun i _ => hx i)
  have hys : ∑ i, y i = ∑ i, b i :=
    (Equiv.sum_comp f y).symm.trans (sum_congr rfl fun i _ => hy i)
  unfold Majorizes
  rw [hxs, hys]
  refine and_congr_left fun _ => ⟨fun h k hk => ?_, fun h s => ?_⟩
  · obtain ⟨t, ht, hle⟩ := h ((head n k).map e.toEmbedding)
    rw [Finset.card_map, card_head hk] at ht
    rw [attain x a e hx] at hle
    exact hle.trans (ht ▸ key y b f hb hy t)
  · have hs : s.card ≤ n := by
      have h1 := Finset.card_le_univ s
      rwa [← Fintype.card_congr e, Fintype.card_fin] at h1
    refine ⟨(head n s.card).map f.toEmbedding, by rw [Finset.card_map, card_head hs], ?_⟩
    rw [attain y b f hy]
    exact (key x a e ha hx s).trans (h _ hs)
```

The bijections `e` and `f` sort the spectra: $x_{e(i)}=a_i$ and $y_{f(i)}=b_i$, with $a$ and $b$ decreasing. The theorem says that $y$ majorizes $x$ if and only if $S_k(a)\le S_k(b)$ for all $k\le n$ and the totals agree.

A selection is a set of occupations equal to 0 or 1, so the previous theorem bounds its sum by the ordered partial sum; this is `key`. The first $k$ sorted labels reach that bound; this is `attain`.

If majorization holds, select the $k$ largest entries of $x$. Their partner $t$ gives $S_k(a)\le\sum_{i\in t}y_i\le S_k(b)$. Conversely, for a selection $s$ of size $k$, let $t$ hold the $k$ largest entries of $y$. Then $\sum_{i\in s}x_i\le S_k(a)\le S_k(b)=\sum_{i\in t}y_i$.

## The four-level example

```lean
/-- The initial spectrum (0.4, 0.4, 0.1, 0.1). -/
def initial : Fin 4 → ℝ := ![0.4, 0.4, 0.1, 0.1]
```

The notation `![...]` lists the values of a function on `Fin 4`. These are exact real numbers, not floating-point approximations, and they sum to 1.

```lean
/-- The target spectrum (0.5, 0.25, 0.25, 0). -/
def target : Fin 4 → ℝ := ![0.5, 0.25, 0.25, 0]
```

The target is also normalised. Its last entry is zero, so it has Schmidt rank 3.

```lean
/-- The catalyst spectrum (0.6, 0.4). -/
def catalyst : Fin 2 → ℝ := ![0.6, 0.4]
```

The catalyst is a normalised, partially entangled pair with two levels.

```lean
/-- Neither of the initial and target spectra majorizes the other, but with the catalyst
attached to both, the target majorizes the initial spectrum. -/
theorem entanglement_catalysis :
    ¬ Majorizes target initial ∧ ¬ Majorizes initial target ∧
      Majorizes (tensor target catalyst) (tensor initial catalyst) := by
  have hi : Antitone initial := Fin.antitone_iff_succ_le.2 (by
    intro i
    fin_cases i <;> norm_num [initial]
    simp only [Matrix.cons_val]
    norm_num)
  have ht : Antitone target := Fin.antitone_iff_succ_le.2 (by
    intro i
    fin_cases i <;> norm_num [target]
    simp only [Matrix.cons_val, le_refl])
  refine ⟨fun h => ?_, fun h => ?_, ?_⟩
  · -- the two largest entries: 0.8 against 0.75
    have h2 := ((majorizes_iff_partialSum (Equiv.refl _) (Equiv.refl _) hi ht
      (fun _ => rfl) (fun _ => rfl)).1 h).1 2 (by norm_num)
    norm_num [partialSum, head, Finset.sum_filter, Fin.sum_univ_four, initial, target] at h2
  · -- the largest entry: 0.5 against 0.4
    have h1 := ((majorizes_iff_partialSum (Equiv.refl _) (Equiv.refl _) ht hi
      (fun _ => rfl) (fun _ => rfl)).1 h).1 1 (by norm_num)
    norm_num [partialSum, head, Finset.sum_filter, Fin.sum_univ_four, initial, target] at h1
  · -- sort the eight products on each side
    let e : Fin 8 ≃ Fin 4 × Fin 2 := Equiv.ofBijective
      ![(0, 0), (1, 0), (0, 1), (1, 1), (2, 0), (3, 0), (2, 1), (3, 1)] (by decide)
    let f : Fin 8 ≃ Fin 4 × Fin 2 := Equiv.ofBijective
      ![(0, 0), (0, 1), (1, 0), (2, 0), (1, 1), (2, 1), (3, 0), (3, 1)] (by decide)
    refine (majorizes_iff_partialSum
      (a := ![0.24, 0.24, 0.16, 0.16, 0.06, 0.06, 0.04, 0.04])
      (b := ![0.3, 0.2, 0.15, 0.15, 0.1, 0.1, 0, 0]) e f
      (Fin.antitone_iff_succ_le.2 ?_) (Fin.antitone_iff_succ_le.2 ?_) ?_ ?_).2 ⟨?_, ?_⟩
    · intro i
      fin_cases i <;> norm_num
      simp only [Matrix.cons_val]
      norm_num
    · intro i
      fin_cases i <;> norm_num
      simp only [Matrix.cons_val]
      norm_num
    · intro i; fin_cases i <;> norm_num [e, tensor, initial, catalyst] <;>
        simp only [Matrix.cons_val] <;> norm_num
    · intro i; fin_cases i <;> norm_num [f, tensor, target, catalyst] <;>
        simp only [Matrix.cons_val] <;> norm_num
    · intro k hk
      interval_cases k <;>
        norm_num [partialSum, head, Finset.sum_filter, Fin.sum_univ_eight] <;>
        simp only [Matrix.cons_val] <;> norm_num
    · norm_num [Fin.sum_univ_eight] <;> simp only [Matrix.cons_val] <;> norm_num
```

The symbols `¬` and `∧` mean "not" and "and". The theorem makes three claims, which can be checked from partial sums. Without the catalyst:

| $k$ | 1 | 2 | 3 | 4 |
|---|---|---|---|---|
| $S_k(x)$ | 0.4 | 0.8 | 0.9 | 1 |
| $S_k(y)$ | 0.5 | 0.75 | 1 | 1 |

At $k=2$ the target falls short, so $y$ does not majorize $x$. At $k=1$ the initial spectrum falls short, so $x$ does not majorize $y$.

With the catalyst, the sorted products are
$$x\otimes c:\ 0.24,\,0.24,\,0.16,\,0.16,\,0.06,\,0.06,\,0.04,\,0.04,$$
$$y\otimes c:\ 0.3,\,0.2,\,0.15,\,0.15,\,0.1,\,0.1,\,0,\,0.$$

| $k$ | 1 | 2 | 3 | 4 | 5 | 6 | 7 | 8 |
|---|---|---|---|---|---|---|---|---|
| $S_k(x\otimes c)$ | 0.24 | 0.48 | 0.64 | 0.8 | 0.86 | 0.92 | 0.96 | 1 |
| $S_k(y\otimes c)$ | 0.3 | 0.5 | 0.65 | 0.8 | 0.9 | 1 | 1 | 1 |

The second row is never below the first. Using the same $c$ on both sides expresses the return of the catalyst unchanged.

The proof follows these tables. The lists of pairs `e` and `f` give the sorting orders, and `decide` checks that each pair occurs once. `interval_cases k` runs through the values of $k$, and `norm_num` does the arithmetic.

## What a catalyst cannot change

```lean
/-- If majorization holds with a catalyst that has a positive entry, then every entry of `x` is
at most some entry of the nonnegative spectrum `y`. -/
theorem largest_entry_of_catalysis {x y : ι → ℝ} {c : κ → ℝ} (hy : ∀ i, 0 ≤ y i)
    (hc : ∃ j, 0 < c j) (h : Majorizes (tensor y c) (tensor x c)) (i : ι) :
    ∃ i', x i ≤ y i' := by
  obtain ⟨j₀, hj₀⟩ := hc
  haveI : Nonempty κ := ⟨j₀⟩
  obtain ⟨j, hj⟩ := Finite.exists_max c
  -- compare single entries at the largest catalyst weight
  obtain ⟨t, ht, hle⟩ := h.1 {(i, j)}
  rw [Finset.card_singleton] at ht
  obtain ⟨p, rfl⟩ := Finset.card_eq_one.1 ht
  rw [Finset.sum_singleton, Finset.sum_singleton] at hle
  have hle' : x i * c j ≤ y p.1 * c p.2 := hle
  exact ⟨p.1, le_of_mul_le_mul_right
    (hle'.trans (mul_le_mul_of_nonneg_left (hj p.2) (hy p.1))) (hj₀.trans_le (hj j₀))⟩
```

Let $y$ be nonnegative and let $c$ have a positive entry, as every probability spectrum does. If $y\otimes c$ majorizes $x\otimes c$, then each $x_i$ is at most some $y_{i'}$. Hence the largest entry of $x$ cannot exceed that of $y$.

To see this, let $c_j$ be the largest catalyst entry and select the single pair $(i,j)$. Its partner is a single pair $(i',j')$, and
$$x_ic_j\le y_{i'}c_{j'}\le y_{i'}c_j.$$
Dividing by $c_j>0$ gives the claim. In the example, the reverse conversion $y\to x$ would need $0.5\le0.4$, so no finite catalyst makes it pass the test.

```lean
/-- A uniform catalyst is useless: if the decreasingly ordered `y` majorizes `x` with it,
then `y` majorizes `x` without it. -/
theorem uniform_catalyst_useless [Nonempty κ] {x y : Fin n → ℝ} {q : ℝ} (hy : Antitone y)
    (hq : 0 < q) (h : Majorizes (tensor y fun _ : κ => q) (tensor x fun _ : κ => q)) :
    Majorizes y x := by
  classical
  have hm : (0 : ℝ) < Fintype.card κ := by exact_mod_cast Fintype.card_pos
  have hS : ∀ (z : Fin n → ℝ) (s : Finset (Fin n)),
      ∑ p ∈ s ×ˢ (univ : Finset κ), tensor z (fun _ => q) p
        = (Fintype.card κ * q) * ∑ i ∈ s, z i := by
    intro z s
    rw [Finset.sum_product, mul_sum]
    refine sum_congr rfl fun i _ => ?_
    simp only [tensor, sum_const, card_univ, nsmul_eq_mul]
    ring
  refine ⟨fun s => ?_, ?_⟩
  · obtain ⟨T, hT, hle⟩ := h.1 (s ×ˢ univ)
    rw [hS] at hle
    have split : ∀ g : Fin n × κ → ℝ,
        ∑ p ∈ T, g p = ∑ i, ∑ j, if (i, j) ∈ T then g (i, j) else 0 := fun g =>
      (by simp : ∑ p ∈ T, g p = ∑ p, if p ∈ T then g p else 0).trans (Fintype.sum_prod_type _)
    -- average the selection over the catalyst
    let w : Fin n → ℝ := fun i => (∑ j : κ, if (i, j) ∈ T then (1 : ℝ) else 0) / Fintype.card κ
    have h0 : ∀ i, 0 ≤ w i := fun i =>
      div_nonneg (sum_nonneg fun j _ => by split_ifs <;> norm_num) hm.le
    have h1 : ∀ i, w i ≤ 1 := fun i => by
      refine (div_le_one hm).2 ?_
      calc (∑ j : κ, if (i, j) ∈ T then (1 : ℝ) else 0) ≤ ∑ _j : κ, (1 : ℝ) :=
            sum_le_sum fun j _ => by split_ifs <;> norm_num
        _ = Fintype.card κ := by simp
    have hw : ∑ i, w i = s.card := by
      have hcard : (T.card : ℝ) = s.card * Fintype.card κ := by
        rw [hT, Finset.card_product, Finset.card_univ]
        push_cast
        rfl
      have hone := split (fun _ => 1)
      rw [Finset.sum_const, nsmul_eq_mul, mul_one] at hone
      show ∑ i, (∑ j : κ, if (i, j) ∈ T then (1 : ℝ) else 0) / (Fintype.card κ : ℝ) = s.card
      rw [← Finset.sum_div, ← hone, hcard, mul_div_assoc, div_self hm.ne', mul_one]
    have hsum : ∑ p ∈ T, tensor y (fun _ => q) p
        = (Fintype.card κ * q) * ∑ i, w i * y i := by
      rw [split, mul_sum]
      refine sum_congr rfl fun i _ => ?_
      have hi : (∑ j : κ, if (i, j) ∈ T then tensor y (fun _ => q) (i, j) else 0)
          = (∑ j : κ, if (i, j) ∈ T then (1 : ℝ) else 0) * (y i * q) := by
        rw [Finset.sum_mul]
        exact sum_congr rfl fun j _ => by split_ifs <;> simp [tensor]
      rw [hi]
      simp only [w]
      field_simp
    rw [hsum] at hle
    have hs : s.card ≤ n := by simpa using Finset.card_le_univ s
    exact ⟨head n s.card, card_head hs,
      (le_of_mul_le_mul_left hle (mul_pos hm hq)).trans (occupation_bound hy h0 h1 hw)⟩
  · have htot := h.2
    rw [← Finset.univ_product_univ, hS, hS] at htot
    exact mul_left_cancel₀ (mul_pos hm hq).ne' htot

end

end EntanglementCatalysis
```

Here every catalyst entry equals $q>0$. With $m$ levels, normalisation means $q=1/m$, which for $m\ge2$ is the spectrum of a maximally entangled pair. If majorization holds with such a catalyst, it already holds without it. Only $y$ is assumed to be ordered, which is a choice of labels.

Given a selection $s$, combine it with all $m$ catalyst labels. Majorization supplies a set $T$ of $m|s|$ pairs with
$$mq\sum_{i\in s}x_i\le q\sum_{(i,j)\in T}y_i=mq\sum_i w_iy_i,$$
where $w_i$ is the fraction of catalyst labels $j$ with $(i,j)\in T$. These occupations lie between 0 and 1 and sum to $|s|$. Dividing by $mq$ and applying `occupation_bound` gives $\sum_{i\in s}x_i\le S_{|s|}(y)$, which the first $|s|$ entries of $y$ attain. The totals agree after the same division.

Majorization could also have been defined by $x=Dy$, where $D$ is a doubly stochastic matrix: nonnegative, with all rows and columns summing to 1. This is an equivalent condition. It would shorten the argument for uniform catalysts, since summing the entries of $D$ over both catalyst labels and dividing by $m$ gives the smaller matrix directly. In the example, an explicit $8\times8$ matrix would then prove the majorization with the catalyst, but the two failures without it would still call for an argument that excludes every $D$, such as a comparison of partial sums.

```lean
#print axioms EntanglementCatalysis.entanglement_catalysis
#print axioms EntanglementCatalysis.largest_entry_of_catalysis
#print axioms EntanglementCatalysis.uniform_catalyst_useless
```

```
'EntanglementCatalysis.entanglement_catalysis' depends on axioms: [propext, Classical.choice, Quot.sound]
'EntanglementCatalysis.largest_entry_of_catalysis' depends on axioms: [propext, Classical.choice, Quot.sound]
'EntanglementCatalysis.uniform_catalyst_useless' depends on axioms: [propext, Classical.choice, Quot.sound]
```
